# Imaginary RPA frequencies are bounded by √(mL) when 0 < A − B ≤ L and A + B ≥ −m

When a linear-response calculation on an unstable reference state returns a complex frequency, its imaginary part can be checked against two numbers that describe the stability matrices A − B and A + B: an upper bound L on the eigenvalues of A − B, and a number m ≥ 0 such that no eigenvalue of A + B lies below −m. For real symmetric A and B with A − B positive definite, an imaginary part larger than √(mL), beyond rounding, shows that the computed frequency, L or m is wrong for these matrices. Wrong matrices that still meet these conditions pass the check if L, m and the frequency are correctly computed from them. The check applies to random-phase, time-dependent Hartree–Fock and adiabatic TDDFT equations in a finite basis of real orbitals.

## The response matrix and its modes

A and B are real square matrices indexed by a finite type `n`, which stands for the occupied–virtual pairs. Energies and frequencies share one unit (ħ = 1).

```lean
import Mathlib

open Matrix

namespace RPAGrowthRate

noncomputable section

variable {n : Type*} [Fintype n] [DecidableEq n]
```

The excitation amplitudes x and de-excitation amplitudes y of a mode with time factor exp(−iwt) satisfy

A x + B y = w x
−B x − A y = w y

The index type `n ⊕ n` holds the two sets of amplitudes, and `Complex.ofReal` reads the real entries as complex numbers.

```lean
/-- The linear-response matrix `[[A, B], [-B, -A]]`, with its real entries read as complex. -/
def responseMatrix (A B : Matrix n n ℝ) : Matrix (n ⊕ n) (n ⊕ n) ℂ :=
  (fromBlocks A B (-B) (-A)).map Complex.ofReal
```

A mode frequency w is an eigenvalue of this matrix, so there must be a nonzero complex vector z = (x, y) that solves the equations. No normalisation is imposed on z, so modes for which |x|² − |y|² vanishes are included, as they must be if complex frequencies are to be described.

```lean
/-- `w` is the complex frequency of a mode: an eigenvalue of the response matrix. -/
def IsMode (A B : Matrix n n ℝ) (w : ℂ) : Prop :=
  ∃ z : n ⊕ n → ℂ, z ≠ 0 ∧ responseMatrix A B *ᵥ z = w • z
```

## Two rules for real scalar products

For a real symmetric matrix M and real vectors x and y,

x · M y = y · M x

In Lean, `⬝ᵥ` is the scalar product without complex conjugation, `*ᵥ` is a matrix acting on a vector, and `IsHermitian` for a real matrix means symmetric.

```lean
omit [DecidableEq n] in
/-- A real symmetric matrix can be moved from one side of a scalar product to the other. -/
lemma dot_symm {M : Matrix n n ℝ} (hM : M.IsHermitian) (x y : n → ℝ) :
    x ⬝ᵥ M *ᵥ y = y ⬝ᵥ M *ᵥ x := by
  have hT : Mᵀ = M := by
    ext i j
    simpa using hM.apply i j
  rw [Matrix.dotProduct_mulVec, ← Matrix.mulVec_transpose, hT, dotProduct_comm]
```

A multiple c of the identity contributes c times the overlap:

x · (c 1) y = c (x · y)

This turns the matrix bounds L and m into scalar inequalities.

```lean
/-- The matrix element of a multiple of the identity is that multiple of the overlap. -/
lemma dot_scalar (c : ℝ) (x y : n → ℝ) :
    x ⬝ᵥ (c • (1 : Matrix n n ℝ)) *ᵥ y = c * (x ⬝ᵥ y) := by
  rw [Matrix.smul_mulVec, Matrix.one_mulVec, dotProduct_smul, smul_eq_mul]
```

## The force is limited by the energy

Let P be symmetric with 0 < P ≤ L, let v be a real vector and write g = P v. If g = 0, both sides of the inequality below vanish. Otherwise 0 < g · P g ≤ L (g · g), so L > 0. The trial vector L v − g has nonnegative energy, and symmetry gives v · P g = g · g, so

0 ≤ (L v − g) · P (L v − g)
  = L² (v · P v) − 2L (g · g) + g · P g
  ≤ L² (v · P v) − L (g · g)

Division by L gives

|P v|² ≤ L (v · P v)

The Lean proof follows the same route: `hsq` is the energy of the trial vector, `hle` is the upper bound on g · P g, and the last line cancels L.

```lean
/-- If `0 < P ≤ L`, the squared length of `P v` is at most `L` times the energy `v · P v`. -/
theorem sq_force_le {P : Matrix n n ℝ} {L : ℝ} (hP : P.PosDef)
    (hL : (L • (1 : Matrix n n ℝ) - P).PosSemidef) (v : n → ℝ) :
    (P *ᵥ v) ⬝ᵥ (P *ᵥ v) ≤ L * (v ⬝ᵥ P *ᵥ v) := by
  by_cases hg : P *ᵥ v = 0
  · rw [hg]; simp
  have hpos := hP.dotProduct_mulVec_pos hg
  have hle := hL.dotProduct_mulVec_nonneg (P *ᵥ v)
  rw [star_trivial] at hpos
  rw [star_trivial, Matrix.sub_mulVec, dotProduct_sub, dot_scalar] at hle
  have hgg : 0 ≤ (P *ᵥ v) ⬝ᵥ (P *ᵥ v) := Finset.sum_nonneg fun i _ => mul_self_nonneg _
  have hL0 : 0 < L := by
    by_contra h
    nlinarith [mul_nonneg (neg_nonneg.mpr (not_lt.mp h)) hgg]
  -- the energy of the trial vector `L v - P v` is nonnegative
  have hsq := hP.posSemidef.dotProduct_mulVec_nonneg (L • v - P *ᵥ v)
  rw [star_trivial, Matrix.mulVec_sub, Matrix.mulVec_smul] at hsq
  simp only [dotProduct_sub, sub_dotProduct, smul_dotProduct, dotProduct_smul,
    smul_eq_mul] at hsq
  rw [dot_symm hP.1 v (P *ᵥ v)] at hsq
  exact le_of_mul_le_mul_left (by nlinarith) hL0
```

## Sum and difference amplitudes

Set u = x + y and v = x − y. Adding and subtracting the two response equations gives

(A − B) v = w u
(A + B) u = w v

If u and v both vanished, so would x = (u + v)/2 and y = (u − v)/2, which a mode excludes. In the proof, `h1` and `h2` are the two response equations written out in components, and `linear_combination` adds or subtracts them.

```lean
omit [DecidableEq n] in
/-- Every mode gives sum and difference amplitudes `u`, `v`, not both zero, with
`(A - B) v = w u` and `(A + B) u = w v`. -/
theorem IsMode.sum_difference {A B : Matrix n n ℝ} {w : ℂ} (h : IsMode A B w) :
    ∃ u v : n → ℂ, ¬(u = 0 ∧ v = 0) ∧
      (A - B).map Complex.ofReal *ᵥ v = w • u ∧
      (A + B).map Complex.ofReal *ᵥ u = w • v := by
  obtain ⟨z, hz, he⟩ := h
  have h1 : ∀ i, ∑ j, (A i j : ℂ) * z (Sum.inl j) + ∑ j, (B i j : ℂ) * z (Sum.inr j)
      = w * z (Sum.inl i) := fun i => by
    simpa [responseMatrix, mulVec, dotProduct] using congrFun he (Sum.inl i)
  have h2 : ∀ i, -(∑ j, (B i j : ℂ) * z (Sum.inl j)) + -(∑ j, (A i j : ℂ) * z (Sum.inr j))
      = w * z (Sum.inr i) := fun i => by
    simpa [responseMatrix, mulVec, dotProduct] using congrFun he (Sum.inr i)
  refine ⟨fun i => z (Sum.inl i) + z (Sum.inr i), fun i => z (Sum.inl i) - z (Sum.inr i),
    ?_, ?_, ?_⟩
  · rintro ⟨hu, hv⟩
    apply hz
    ext i
    rcases i with i | i
    · have a := congrFun hu i
      have b := congrFun hv i
      simp only [Pi.zero_apply] at a b ⊢
      linear_combination (a + b) / 2
    · have a := congrFun hu i
      have b := congrFun hv i
      simp only [Pi.zero_apply] at a b ⊢
      linear_combination (a - b) / 2
  · ext i
    simp only [mulVec, dotProduct, Matrix.map_apply, Matrix.sub_apply, Complex.ofReal_sub,
      Pi.smul_apply, smul_eq_mul, sub_mul, mul_sub, Finset.sum_sub_distrib]
    linear_combination h1 i + h2 i
  · ext i
    simp only [mulVec, dotProduct, Matrix.map_apply, Matrix.add_apply, Complex.ofReal_add,
      Pi.smul_apply, smul_eq_mul, add_mul, mul_add, Finset.sum_add_distrib]
    linear_combination h1 i - h2 i
```

## Real and imaginary parts

Write w = α + iβ. For a real matrix M, the equation M v = w u separates into

M Re v = α Re u − β Im u
M Im v = α Im u + β Re u

```lean
omit [DecidableEq n] in
/-- The complex equation `M v = w u` with real `M`, split into real and imaginary parts. -/
lemma real_parts {M : Matrix n n ℝ} {u v : n → ℂ} {w : ℂ}
    (h : M.map Complex.ofReal *ᵥ v = w • u) :
    (M *ᵥ (fun i => (v i).re) = w.re • (fun i => (u i).re) - w.im • (fun i => (u i).im)) ∧
    (M *ᵥ (fun i => (v i).im) = w.re • (fun i => (u i).im) + w.im • (fun i => (u i).re)) := by
  constructor
  · ext i
    simpa [mulVec, dotProduct] using congrArg Complex.re (congrFun h i)
  · ext i
    simpa [mulVec, dotProduct] using congrArg Complex.im (congrFun h i)
```

## Why w² is real and bounded below

Put P = A − B, Q = A + B, u = a + ib and v = c + id. The paired equations become

P c = α a − β b,  P d = α b + β a
Q a = α c − β d,  Q b = α d + β c

Let N = a · a + b · b be the squared length of u. It is positive: if u were zero, then P v = 0, and positive definiteness would make v zero as well. Since u is a nonzero vector, 0 < P ≤ L also gives L > 0. Define

S = a · c + b · d
T = a · d − b · c

These are the real and imaginary parts of the complex overlap of u and v. Symmetry of P, in the form d · P c = c · P d, gives αT = βS. Symmetry of Q, in the form b · Q a = a · Q b, gives −αT = βS. Hence

αT = 0 and βS = 0

Applying the force inequality to c and d and adding the results gives

(α² + β²) N ≤ L (αS + βT)

If α and β were both nonzero, S and T would vanish and the left side would be positive while the right side was zero. So αβ = 0.

For α = 0, the lower bound Q ≥ −m, applied to a and b, gives βT ≤ mN. Therefore

β² N ≤ L βT ≤ mL N

and β² ≤ mL. For β = 0, α² ≥ 0 ≥ −mL. In both cases α² − β² ≥ −mL.

In the Lean proof these facts appear as `hN` (N > 0), `hL0` (L ≥ 0, which is enough here), `hT`, `hS`, `hF` (the summed force inequality) and `hαβ`; the final case split treats imaginary and real frequencies in turn.

```lean
/-- The bound for the paired equations `P v = w u`, `Q u = w v` in real form, where
`u = a + i b`, `v = c + i d` and `w = α + i β`. -/
theorem paired_bound {P Q : Matrix n n ℝ} {L m α β : ℝ} {a b c d : n → ℝ}
    (hP : P.PosDef) (hL : (L • (1 : Matrix n n ℝ) - P).PosSemidef)
    (hQ : (Q + m • (1 : Matrix n n ℝ)).PosSemidef) (hm : 0 ≤ m)
    (hne : ¬(a = 0 ∧ b = 0 ∧ c = 0 ∧ d = 0))
    (hc : P *ᵥ c = α • a - β • b) (hd : P *ᵥ d = α • b + β • a)
    (ha : Q *ᵥ a = α • c - β • d) (hb : Q *ᵥ b = α • d + β • c) :
    α * β = 0 ∧ -(m * L) ≤ α ^ 2 - β ^ 2 := by
  have ker : ∀ x, P *ᵥ x = 0 → x = 0 := fun x hx => by
    by_contra h
    have := hP.dotProduct_mulVec_pos h
    rw [hx, dotProduct_zero] at this
    exact lt_irrefl _ this
  have hs : ∀ x : n → ℝ, 0 ≤ x ⬝ᵥ x := fun x => Finset.sum_nonneg fun i _ => mul_self_nonneg _
  have hN : 0 < a ⬝ᵥ a + b ⬝ᵥ b := by
    by_contra h
    have h1 : a = 0 := dotProduct_self_eq_zero.mp (by linarith [hs a, hs b])
    have h2 : b = 0 := dotProduct_self_eq_zero.mp (by linarith [hs a, hs b])
    exact hne ⟨h1, h2, ker c (by rw [hc, h1, h2]; simp), ker d (by rw [hd, h1, h2]; simp)⟩
  have hL0 : 0 ≤ L := by
    have k : ∀ x : n → ℝ, 0 ≤ L * (x ⬝ᵥ x) := fun x => by
      have h1 := hL.dotProduct_mulVec_nonneg x
      have h2 := hP.posSemidef.dotProduct_mulVec_nonneg x
      rw [star_trivial] at h1 h2
      rw [Matrix.sub_mulVec, dotProduct_sub, dot_scalar] at h1
      linarith
    exact le_of_mul_le_mul_right (by linarith [k a, k b]) hN
  -- symmetry of `P` and `Q`, the bound on `P`, and the lower bound on `Q`
  have e1 := dot_symm hP.1 d c
  have e2 := dot_symm hQ.1 b a
  have f1 := sq_force_le hP hL c
  have f2 := sq_force_le hP hL d
  have g1 := hQ.dotProduct_mulVec_nonneg a
  have g2 := hQ.dotProduct_mulVec_nonneg b
  rw [star_trivial] at g1 g2
  simp only [Matrix.add_mulVec, dotProduct_add, dot_scalar, hc, hd, ha, hb, dotProduct_sub,
    sub_dotProduct, add_dotProduct, smul_dotProduct, dotProduct_smul, smul_eq_mul,
    dotProduct_comm b a, dotProduct_comm c a, dotProduct_comm d a, dotProduct_comm c b,
    dotProduct_comm d b] at e1 e2 f1 f2 g1 g2
  have hT : α * (a ⬝ᵥ d - b ⬝ᵥ c) = 0 := by linear_combination (e1 - e2) / 2
  have hS : β * (a ⬝ᵥ c + b ⬝ᵥ d) = 0 := by linear_combination -(e1 + e2) / 2
  have hF : (α ^ 2 + β ^ 2) * (a ⬝ᵥ a + b ⬝ᵥ b)
      ≤ L * (α * (a ⬝ᵥ c + b ⬝ᵥ d) + β * (a ⬝ᵥ d - b ⬝ᵥ c)) := by linarith
  have hαβ : α * β = 0 := by
    by_contra h
    obtain ⟨h1, h2⟩ := mul_ne_zero_iff.mp h
    rw [(mul_eq_zero.mp hT).resolve_left h1, (mul_eq_zero.mp hS).resolve_left h2] at hF
    have : 0 < (α ^ 2 + β ^ 2) * (a ⬝ᵥ a + b ⬝ᵥ b) := by positivity
    linarith
  refine ⟨hαβ, ?_⟩
  rcases mul_eq_zero.mp hαβ with h | h
  · -- imaginary frequency: the energy of `v` is at most `m` times the squared length of `u`
    subst h
    have hq : β * (a ⬝ᵥ d - b ⬝ᵥ c) ≤ m * (a ⬝ᵥ a + b ⬝ᵥ b) := by linarith
    have hq' := mul_le_mul_of_nonneg_left hq hL0
    have : β ^ 2 ≤ m * L := le_of_mul_le_mul_right (by linarith) hN
    linarith
  · subst h
    nlinarith [mul_nonneg hm hL0, sq_nonneg α]
```

## The bound on the growth rate

Since

w² = α² − β² + 2iαβ

the previous step says that w² is real and at least −mL, and hence that |Im w| ≤ √(mL).

The hypotheses of the theorem have the following physical content:

- `hP` says that A − B is positive definite: the reference state is stable against imaginary orbital variations.
- `hL` says that L − (A − B) is positive semidefinite: L limits the stiffness against those variations.
- `hQ` and `hm` say that A + B ≥ −m with m ≥ 0: real orbital variations may lower the energy, and m limits how negative the eigenvalues of A + B can be. It does not limit the total energy gained by following the instability to another state.
- `hw` says that w is a mode frequency.

Symmetry of A and B needs no separate assumption, because `PosDef` and `PosSemidef` include it for A − B and A + B. The values of L and m are inputs, not derived from a Hamiltonian or functional. Complex orbitals, frequency-dependent kernels and reference states for which A − B has a zero or negative eigenvalue are not covered.

```lean
/-- If `0 < A - B ≤ L` and `A + B ≥ -m` with `m ≥ 0`, every mode frequency `w` has `w²` real
and at least `-m L`, and its imaginary part is at most `√(m L)` in size. -/
theorem growth_rate_bound {A B : Matrix n n ℝ} {L m : ℝ} {w : ℂ}
    (hP : (A - B).PosDef) (hL : (L • (1 : Matrix n n ℝ) - (A - B)).PosSemidef)
    (hQ : (A + B + m • (1 : Matrix n n ℝ)).PosSemidef) (hm : 0 ≤ m) (hw : IsMode A B w) :
    (w ^ 2).im = 0 ∧ -(m * L) ≤ (w ^ 2).re ∧ |w.im| ≤ √(m * L) := by
  obtain ⟨u, v, huv, h1, h2⟩ := hw.sum_difference
  obtain ⟨hc, hd⟩ := real_parts h1
  obtain ⟨ha, hb⟩ := real_parts h2
  obtain ⟨h0, hle⟩ := paired_bound hP hL hQ hm (fun ⟨k1, k2, k3, k4⟩ => huv
    ⟨funext fun i => Complex.ext (by simpa using congrFun k1 i) (by simpa using congrFun k2 i),
     funext fun i => Complex.ext (by simpa using congrFun k3 i) (by simpa using congrFun k4 i)⟩)
    hc hd ha hb
  refine ⟨?_, ?_, ?_⟩
  · rw [pow_two, Complex.mul_im]
    linear_combination 2 * h0
  · rw [pow_two, Complex.mul_re]
    linarith
  · rcases mul_eq_zero.mp h0 with h | h
    · rw [h] at hle
      exact Real.abs_le_sqrt (by linarith)
    · rw [h, abs_zero]
      exact Real.sqrt_nonneg _
```

## The time factor of a single mode

The size of the time factor depends only on the imaginary part of w:

|exp(−iwt)| = exp(t Im w) ≤ exp(√(mL) |t|)

The absolute value of t makes the estimate valid in both time directions. It concerns the factor of one mode, not the norm of an arbitrary superposition.

```lean
/-- Under the same conditions the time factor `exp(-i w t)` of any mode is bounded in size by
`exp(√(m L) |t|)`. -/
theorem amplitude_bound {A B : Matrix n n ℝ} {L m : ℝ} {w : ℂ}
    (hP : (A - B).PosDef) (hL : (L • (1 : Matrix n n ℝ) - (A - B)).PosSemidef)
    (hQ : (A + B + m • (1 : Matrix n n ℝ)).PosSemidef) (hm : 0 ≤ m) (hw : IsMode A B w)
    (t : ℝ) : ‖Complex.exp (-Complex.I * w * t)‖ ≤ Real.exp (√(m * L) * |t|) := by
  have hre : (-Complex.I * w * t).re = w.im * t := by simp
  rw [Complex.norm_exp, hre]
  apply Real.exp_le_exp.mpr
  calc w.im * t ≤ |w.im * t| := le_abs_self _
    _ = |w.im| * |t| := abs_mul _ _
    _ ≤ √(m * L) * |t| :=
      mul_le_mul_of_nonneg_right (growth_rate_bound hP hL hQ hm hw).2.2 (abs_nonneg t)
```

## Matrices that attain the bound

Take any L > 0, any m ≥ 0 and at least one orbital pair, and set

A = (L − m)/2 · 1
B = −(L + m)/2 · 1

Then A − B = L · 1 and A + B = −m · 1, so all the conditions hold. Give every component of x the value √L + i√m and every component of y the value √L − i√m. Each component of u is then 2√L and each component of v is 2i√m, and with w = i√(mL)

(A − B) v: L · 2i√m = w · 2√L
(A + B) u: −m · 2√L = w · 2i√m

The frequency i√(mL) therefore occurs, and no smaller bound in terms of L and m alone can hold for all matrices that satisfy the conditions. For |n| orbital pairs, the vector of unit length is obtained by dividing by √(2|n|(L + m)); the Lean proof uses the undivided one.

In the code, `e1` and `e2` verify the matrix conditions, `hs` evaluates a row of a multiple of the identity, and the last two cases check the upper and lower response equations directly.

```lean
/-- With at least one orbital pair, for all `L > 0` and `m ≥ 0`, the matrices `A = (L - m)/2` and `B
= -(L + m)/2` (times the identity) meet the conditions of the bound and have a mode of frequency `i
√(m L)`. -/
theorem growth_rate_sharp_witness [Nonempty n] {L m : ℝ} (hL : 0 < L) (hm : 0 ≤ m) :
    let A : Matrix n n ℝ := ((L - m) / 2) • 1
    let B : Matrix n n ℝ := (-(L + m) / 2) • 1
    (A - B).PosDef ∧ (L • (1 : Matrix n n ℝ) - (A - B)).PosSemidef ∧
      (A + B + m • (1 : Matrix n n ℝ)).PosSemidef ∧
      IsMode A B (Complex.I * (√(m * L) : ℝ)) := by
  intro A B
  have e1 : A - B = L • (1 : Matrix n n ℝ) := by
    simp only [A, B]
    module
  have e2 : A + B + m • (1 : Matrix n n ℝ) = 0 := by
    simp only [A, B]
    module
  refine ⟨?_, ?_, ?_, ?_⟩
  · rw [e1]
    exact Matrix.PosDef.one.smul hL
  · rw [e1, sub_self]
    exact Matrix.PosSemidef.zero
  · rw [e2]
    exact Matrix.PosSemidef.zero
  · have hs : ∀ (r : ℝ) (i : n) (X : ℂ),
        ∑ j, (((r • (1 : Matrix n n ℝ)) i j : ℝ) : ℂ) * X = r * X := fun r i X => by
      rw [Finset.sum_eq_single i]
      · simp
      · intro j _ hj
        simp [Matrix.one_apply_ne (Ne.symm hj)]
      · simp
    have hL2 : ((√L : ℝ) : ℂ) ^ 2 = L := by exact_mod_cast Real.sq_sqrt hL.le
    have hm2 : ((√m : ℝ) : ℂ) ^ 2 = m := by exact_mod_cast Real.sq_sqrt hm
    refine ⟨Sum.elim (fun _ => (√L : ℝ) + (√m : ℝ) * Complex.I)
      (fun _ => (√L : ℝ) - (√m : ℝ) * Complex.I), ?_, ?_⟩
    · intro h
      have h0 := congrArg Complex.re (congrFun h (Sum.inl (Classical.arbitrary n)))
      have h1 : √L = 0 := by simpa using h0
      exact (Real.sqrt_pos.mpr hL).ne' h1
    · rw [Real.sqrt_mul hm]
      ext i
      rcases i with i | i
      · simp only [responseMatrix, mulVec, dotProduct, Fintype.sum_sum_type, Matrix.map_apply,
          fromBlocks_apply₁₁, fromBlocks_apply₁₂, Sum.elim_inl, Sum.elim_inr, A, B, hs]
        simp only [Pi.smul_apply, smul_eq_mul, Sum.elim_inl]
        push_cast
        linear_combination (-(Complex.I * (√m : ℝ))) * hL2
          - ((√m : ℝ) : ℂ) ^ 2 * (√L : ℝ) * Complex.I_sq + ((√L : ℝ) : ℂ) * hm2
      · simp only [responseMatrix, mulVec, dotProduct, Fintype.sum_sum_type, Matrix.map_apply,
          fromBlocks_apply₂₁, fromBlocks_apply₂₂, Sum.elim_inl, Sum.elim_inr, Matrix.neg_apply,
          Complex.ofReal_neg, neg_mul, Finset.sum_neg_distrib, A, B, hs]
        simp only [Pi.smul_apply, smul_eq_mul, Sum.elim_inr]
        push_cast
        linear_combination (-(Complex.I * (√m : ℝ))) * hL2
          + ((√m : ℝ) : ℂ) ^ 2 * (√L : ℝ) * Complex.I_sq - ((√L : ℝ) : ℂ) * hm2

end

end RPAGrowthRate
```

```lean
#print axioms RPAGrowthRate.growth_rate_bound
-- 'RPAGrowthRate.growth_rate_bound' depends on axioms: [propext, Classical.choice, Quot.sound]
#print axioms RPAGrowthRate.amplitude_bound
-- 'RPAGrowthRate.amplitude_bound' depends on axioms: [propext, Classical.choice, Quot.sound]
```
